# Restricting internal relaxation never lowers the elastic energy of a stable harmonic crystal

When a crystal with several atoms per cell is strained, the atoms need not simply follow the deformation of the cell. They can also shift relative to one another, and relaxing this internal strain lowers the elastic energy or leaves it unchanged. If a calculation lets only some of these shifts occur, for example by keeping certain atoms at fixed fractional coordinates, how does the computed stiffness compare with the fully relaxed one?

The answer below holds for a static, stable, harmonic cell with finitely many coordinates: the restricted stiffness never gives too small an elastic energy for any strain, and it is exact precisely when the allowed displacements contain the full response to every strain.

## Energy of the strained cell

The index types `m`, `n` and `p` label strain components, internal displacements and allowed coordinates; `r` labels the coordinates of a further restriction considered at the end. In three dimensions `m` would have six elements.

```lean
import Mathlib

open Matrix

namespace RestrictedInternalStrain

noncomputable section

variable {m n p r : Type*} [Fintype m] [Fintype n] [Fintype p] [Fintype r]
```

For strain $e$ and internal displacement $u$, measured from the positions that follow the strain, the energy is

$$E(e,u)=\tfrac12\,e\cdot Ce+u\cdot Le+\tfrac12\,u\cdot Ku .$$

Here $C$ is the clamped-ion stiffness per cell (the elastic constants times the cell volume), $L$ couples strain to displacement, and $K$ holds the force constants. There are no linear terms, so the reference structure is free of stress and forces. In the code `*ᵥ` applies a matrix to a vector and `⬝ᵥ` is the scalar product.

```lean
/-- Harmonic energy of a crystal cell under strain `e` and internal displacement `u`, relative to a
reference structure free of stress and forces. -/
def energy (C : Matrix m m ℝ) (L : Matrix n m ℝ) (K : Matrix n n ℝ)
    (e : m → ℝ) (u : n → ℝ) : ℝ :=
  (e ⬝ᵥ (C *ᵥ e)) / 2 + u ⬝ᵥ (L *ᵥ e) + (u ⬝ᵥ (K *ᵥ u)) / 2
```

Exchanging the order of a double sum gives $(Ax)\cdot y=\sum_{i,j}A_{ij}x_jy_i=x\cdot(A^{T}y)$, which is used throughout.

```lean
/-- A matrix moves across the scalar product as its transpose. -/
theorem dot_transpose (A : Matrix n m ℝ) (x : m → ℝ) (y : n → ℝ) :
    (A *ᵥ x) ⬝ᵥ y = x ⬝ᵥ (Aᵀ *ᵥ y) := by
  rw [Matrix.dotProduct_mulVec x Aᵀ y, Matrix.vecMul_transpose]
```

## Full and restricted relaxation

Suppose that rigid translations, which would make $K$ singular, have been removed from $u$, and that $K$ is positive definite. With all displacements free, force balance reads $Ku+Le=0$, so $u=-K^{-1}Le$. Inserting this gives the energy $\tfrac12 e\cdot C_{\rm rel}e$ with $C_{\rm rel}=C-L^{T}K^{-1}L$.

```lean
variable [DecidableEq n] [DecidableEq p] [DecidableEq r]

/-- Stiffness after relaxation of all internal displacements. -/
def relaxedStiffness (C : Matrix m m ℝ) (L : Matrix n m ℝ) (K : Matrix n n ℝ) :
    Matrix m m ℝ :=
  C - Lᵀ * K⁻¹ * L
```

Now allow only $u=Bq$, where different $q$ give different displacements. The force constants for $q$ are $G=B^{T}KB$, and force balance becomes $Gq+B^{T}Le=0$. The corresponding stiffness is $C_B=C-L^{T}BG^{-1}B^{T}L$.

```lean
/-- Stiffness when the internal displacements are restricted to the range of `B`. -/
def restrictedStiffness (C : Matrix m m ℝ) (L : Matrix n m ℝ) (K : Matrix n n ℝ)
    (B : Matrix n p ℝ) : Matrix m m ℝ :=
  C - Lᵀ * B * (Bᵀ * K * B)⁻¹ * Bᵀ * L
```

The relaxed coordinates are $q=-Re$ with $R=G^{-1}B^{T}L$. The definition leaves out the minus sign.

```lean
/-- Matrix that sends a strain to minus the relaxed coordinates `q` of the displacement `B q`. -/
def restrictedResponse (L : Matrix n m ℝ) (K : Matrix n n ℝ) (B : Matrix n p ℝ) :
    Matrix p m ℝ :=
  (Bᵀ * K * B)⁻¹ * Bᵀ * L
```

With the same sign convention, the part of the full response that the restriction misses is $D=K^{-1}L-BR$.

```lean
/-- Matrix that sends a strain to the restricted minus the full relaxed displacement. -/
def missedResponse (L : Matrix n m ℝ) (K : Matrix n n ℝ) (B : Matrix n p ℝ) :
    Matrix n m ℝ :=
  K⁻¹ * L - B * restrictedResponse L K B
```

If $C$ and $K$ are symmetric, then so are $G$ and $G^{-1}$, and transposing $C_B$ returns $C_B$. This is the only place where symmetry of $C$ is assumed.

```lean
variable (C : Matrix m m ℝ) (L : Matrix n m ℝ) {K : Matrix n n ℝ} {B : Matrix n p ℝ}

omit [Fintype m] [DecidableEq n] in
/-- The restricted stiffness is symmetric when the clamped stiffness and the force constants
are. -/
theorem restrictedStiffness_symm (hC : Cᵀ = C) (hK : Kᵀ = K) :
    (restrictedStiffness C L K B)ᵀ = restrictedStiffness C L K B := by
  simp only [restrictedStiffness, Matrix.transpose_sub, Matrix.transpose_mul,
    Matrix.transpose_nonsing_inv, Matrix.transpose_transpose, hC, hK, Matrix.mul_assoc]
```

## The minimum over allowed displacements

From here on the theorems assume that $K$ is positive definite, which in Lean's `PosDef` includes symmetry. Physically, the undeformed cell is stable against every internal displacement, and rigid translations, which cost no energy, have been removed from $u$. The map $q\mapsto Bq$, written `B.mulVec`, is injective, so no two sets of coordinates describe the same displacement.

For $q\neq0$ injectivity gives $Bq\neq0$, hence

$$q\cdot Gq=(Bq)\cdot K(Bq)>0 ,$$

and $G$ is positive definite.

```lean
omit [DecidableEq n] [DecidableEq p] in
/-- The force constants in the restricted coordinates are positive definite. -/
theorem reduced_posDef (hK : K.PosDef) (hB : Function.Injective B.mulVec) :
    (Bᵀ * K * B).PosDef := by
  have hKs : Kᵀ = K := by
    have h := hK.isHermitian.eq
    rwa [Matrix.conjTranspose_eq_transpose_of_trivial] at h
  refine Matrix.posDef_iff_dotProduct_mulVec.mpr ⟨?_, ?_⟩
  · change (Bᵀ * K * B)ᴴ = Bᵀ * K * B
    rw [Matrix.conjTranspose_eq_transpose_of_trivial]
    simp only [Matrix.transpose_mul, Matrix.transpose_transpose, hKs, Matrix.mul_assoc]
  · intro x hx
    have hBx : B *ᵥ x ≠ 0 := fun h => hx (hB (h.trans (Matrix.mulVec_zero B).symm))
    have h := hK.dotProduct_mulVec_pos hBx
    rw [star_trivial, dot_transpose B] at h
    rw [star_trivial]
    simpa only [Matrix.mulVec_mulVec, Matrix.mul_assoc] using h
```

Put $y=Re$, so that $Gy=B^{T}Le$. The coupling term is then $(Bq)\cdot Le=q\cdot Gy$. Since $G$ is symmetric, $y\cdot Gq=q\cdot Gy$, and completing the square gives

$$E(e,Bq)=\tfrac12\,e\cdot Ce+q\cdot Gy+\tfrac12\,q\cdot Gq
=\tfrac12\left(e\cdot Ce-y\cdot Gy\right)+\tfrac12\,(q+y)\cdot G(q+y).$$

Moreover $y\cdot Gy=y\cdot B^{T}Le=e\cdot L^{T}BRe$, so the first bracket is $e\cdot C_Be$. In the proof, `hGy` is the force balance, `h1` and `h2` rewrite the two terms in $q$, `h3` is the symmetry of $G$, and `h4` identifies the bracket; `ring` then collects the terms.

```lean
/-- The energy at displacement `B q` is the restricted elastic energy plus a quadratic form in
the deviation of `q` from its relaxed value. -/
theorem energy_complete_square (hK : K.PosDef) (hB : Function.Injective B.mulVec)
    (e : m → ℝ) (q : p → ℝ) :
    energy C L K e (B *ᵥ q) = (e ⬝ᵥ (restrictedStiffness C L K B *ᵥ e)) / 2 +
      ((q + restrictedResponse L K B *ᵥ e) ⬝ᵥ
        ((Bᵀ * K * B) *ᵥ (q + restrictedResponse L K B *ᵥ e))) / 2 := by
  have hG := reduced_posDef hK hB
  have hGd : IsUnit (Bᵀ * K * B).det := hG.det_pos.ne'.isUnit
  have hGs : (Bᵀ * K * B)ᵀ = Bᵀ * K * B := by
    have h := hG.isHermitian.eq
    rwa [Matrix.conjTranspose_eq_transpose_of_trivial] at h
  obtain ⟨y, hy⟩ : ∃ y, y = restrictedResponse L K B *ᵥ e := ⟨_, rfl⟩
  -- force balance within the allowed displacements
  have hGy : (Bᵀ * K * B) *ᵥ y = Bᵀ *ᵥ (L *ᵥ e) := by
    rw [hy, restrictedResponse, Matrix.mulVec_mulVec, Matrix.mulVec_mulVec,
      Matrix.mul_assoc (Bᵀ * K * B)⁻¹, Matrix.mul_nonsing_inv_cancel_left _ _ hGd]
  have h1 : (B *ᵥ q) ⬝ᵥ (L *ᵥ e) = q ⬝ᵥ ((Bᵀ * K * B) *ᵥ y) := by
    rw [dot_transpose B, hGy]
  have h2 : (B *ᵥ q) ⬝ᵥ (K *ᵥ (B *ᵥ q)) = q ⬝ᵥ ((Bᵀ * K * B) *ᵥ q) := by
    rw [dot_transpose B]
    simp only [Matrix.mulVec_mulVec, Matrix.mul_assoc]
  have h3 : y ⬝ᵥ ((Bᵀ * K * B) *ᵥ q) = q ⬝ᵥ ((Bᵀ * K * B) *ᵥ y) := by
    rw [dotProduct_comm y, dot_transpose (Bᵀ * K * B), hGs]
  have h5 : Lᵀ * B * (Bᵀ * K * B)⁻¹ * Bᵀ * L = Lᵀ * (B * restrictedResponse L K B) := by
    simp only [restrictedResponse, Matrix.mul_assoc]
  have h6 : e ⬝ᵥ ((Lᵀ * (B * restrictedResponse L K B)) *ᵥ e) =
      y ⬝ᵥ (Bᵀ *ᵥ (L *ᵥ e)) := by
    rw [← Matrix.mulVec_mulVec, ← Matrix.mulVec_mulVec, ← hy, ← dot_transpose L,
      ← dot_transpose B, dotProduct_comm]
  have h4 : e ⬝ᵥ (restrictedStiffness C L K B *ᵥ e) =
      e ⬝ᵥ (C *ᵥ e) - y ⬝ᵥ ((Bᵀ * K * B) *ᵥ y) := by
    rw [restrictedStiffness, h5, Matrix.sub_mulVec, dotProduct_sub, h6, hGy]
  rw [← hy, energy, h1, h2, h4, Matrix.mulVec_add]
  simp only [dotProduct_add, add_dotProduct, h3]
  ring
```

The last square is non-negative and vanishes only for $q=-y$. Therefore $\tfrac12e\cdot C_Be$ is the minimum of the energy over the allowed displacements, reached at $q=-Re$ and nowhere else. The theorem states this as a lower bound together with the condition for attaining it.

```lean
/-- At fixed strain the energy over displacements `B q` is bounded below by the elastic energy
of the restricted stiffness, and exactly one `q` attains the bound. -/
theorem restricted_minimum (hK : K.PosDef) (hB : Function.Injective B.mulVec)
    (e : m → ℝ) (q : p → ℝ) :
    (e ⬝ᵥ (restrictedStiffness C L K B *ᵥ e)) / 2 ≤ energy C L K e (B *ᵥ q) ∧
      (energy C L K e (B *ᵥ q) = (e ⬝ᵥ (restrictedStiffness C L K B *ᵥ e)) / 2 ↔
        q = -(restrictedResponse L K B *ᵥ e)) := by
  have hG := reduced_posDef hK hB
  rw [energy_complete_square C L hK hB e q]
  refine ⟨?_, ?_, ?_⟩
  · have h := hG.posSemidef.dotProduct_mulVec_nonneg (q + restrictedResponse L K B *ᵥ e)
    rw [star_trivial] at h
    linarith
  · intro h
    refine eq_neg_of_add_eq_zero_left ?_
    by_contra hne
    have hpos := hG.dotProduct_mulVec_pos hne
    rw [star_trivial] at hpos
    linarith
  · intro h
    have hz : q + restrictedResponse L K B *ᵥ e = 0 := by rw [h, neg_add_cancel]
    rw [hz, Matrix.mulVec_zero, dotProduct_zero]
    ring
```

## What the restriction costs

Let $P=BG^{-1}B^{T}$, so that $D=(K^{-1}-P)L$. Then

$$PKP=BG^{-1}(B^{T}KB)G^{-1}B^{T}=P,$$

$$(K^{-1}-P)K(K^{-1}-P)=K^{-1}-2P+PKP=K^{-1}-P .$$

Both $K^{-1}$ and $P$ are symmetric, so

$$D^{T}KD=L^{T}(K^{-1}-P)L=C_B-C_{\rm rel}.$$

The clamped-ion stiffness has cancelled. The excess stiffness is the force-constant form evaluated on the missed response. The two displayed identities appear as `hPKP` and `key`.

```lean
omit [Fintype m] in
/-- The excess of the restricted over the fully relaxed stiffness is the force-constant form
evaluated on the missed displacement response. -/
theorem stiffness_gap (hK : K.PosDef) (hB : Function.Injective B.mulVec) :
    restrictedStiffness C L K B - relaxedStiffness C L K =
      (missedResponse L K B)ᵀ * K * missedResponse L K B := by
  have hKd : IsUnit K.det := hK.det_pos.ne'.isUnit
  have hGd : IsUnit (Bᵀ * K * B).det := (reduced_posDef hK hB).det_pos.ne'.isUnit
  have hKs : Kᵀ = K := by
    have h := hK.isHermitian.eq
    rwa [Matrix.conjTranspose_eq_transpose_of_trivial] at h
  have hKi : (K⁻¹)ᵀ = K⁻¹ := by rw [Matrix.transpose_nonsing_inv, hKs]
  obtain ⟨P, hP⟩ : ∃ P, P = B * (Bᵀ * K * B)⁻¹ * Bᵀ := ⟨_, rfl⟩
  have hPt : Pᵀ = P := by
    rw [hP]
    simp only [Matrix.transpose_mul, Matrix.transpose_nonsing_inv,
      Matrix.transpose_transpose, hKs, Matrix.mul_assoc]
  -- `P` acts as an inverse of `K` within the allowed displacements
  have hPKP : P * K * P = P := by
    calc P * K * P = B * ((Bᵀ * K * B)⁻¹ * (Bᵀ * K * B)) * (Bᵀ * K * B)⁻¹ * Bᵀ := by
          rw [hP]; simp only [Matrix.mul_assoc]
      _ = P := by rw [Matrix.nonsing_inv_mul _ hGd, Matrix.mul_one, hP]
  have key : ∀ J : Matrix n n ℝ, J * K = 1 → K * J = 1 →
      (J - P) * K * (J - P) = J - P := by
    intro J h1 h2
    calc (J - P) * K * (J - P) = J * K * J - J * K * P - P * (K * J) + P * K * P := by
          noncomm_ring
      _ = J - P := by rw [h1, h2, hPKP]; noncomm_ring
  have hD : missedResponse L K B = (K⁻¹ - P) * L := by
    rw [Matrix.sub_mul, hP]
    simp only [missedResponse, restrictedResponse, Matrix.mul_assoc]
  have hS : Lᵀ * B * (Bᵀ * K * B)⁻¹ * Bᵀ * L = Lᵀ * P * L := by
    rw [hP]; simp only [Matrix.mul_assoc]
  have hR : ((K⁻¹ - P) * L)ᵀ * K * ((K⁻¹ - P) * L) =
      Lᵀ * ((K⁻¹ - P) * K * (K⁻¹ - P)) * L := by
    rw [Matrix.transpose_mul, Matrix.transpose_sub, hKi, hPt]
    simp only [Matrix.mul_assoc]
  rw [hD, hR, key _ (Matrix.nonsing_inv_mul _ hKd) (Matrix.mul_nonsing_inv _ hKd),
    restrictedStiffness, relaxedStiffness, hS, Matrix.mul_sub, Matrix.sub_mul]
  abel
```

For which strains is nothing missed? If $De=0$, then $K^{-1}Le=B(Re)$ lies in the range of $B$. Conversely, if $K^{-1}Le=Bq$ for some $q$, then $Le=KBq$ and

$$Re=G^{-1}B^{T}KBq=q,\qquad De=Bq-Bq=0 .$$

```lean
/-- For a given strain the restriction misses nothing exactly when the full displacement
response lies in the range of `B`. -/
theorem missedResponse_eq_zero_iff (hK : K.PosDef) (hB : Function.Injective B.mulVec)
    (e : m → ℝ) :
    missedResponse L K B *ᵥ e = 0 ↔ (K⁻¹ * L) *ᵥ e ∈ Set.range B.mulVec := by
  have hKd : IsUnit K.det := hK.det_pos.ne'.isUnit
  have hGd : IsUnit (Bᵀ * K * B).det := (reduced_posDef hK hB).det_pos.ne'.isUnit
  rw [missedResponse, Matrix.sub_mulVec, sub_eq_zero]
  constructor
  · intro h
    exact ⟨restrictedResponse L K B *ᵥ e, by rw [h, Matrix.mulVec_mulVec]⟩
  · rintro ⟨q, hq⟩
    have hLe : L *ᵥ e = K *ᵥ (B *ᵥ q) := by
      rw [hq, Matrix.mulVec_mulVec, Matrix.mul_nonsing_inv_cancel_left _ _ hKd]
    have hR : restrictedResponse L K B *ᵥ e = q := by
      calc restrictedResponse L K B *ᵥ e
          = (Bᵀ * K * B)⁻¹ *ᵥ (Bᵀ *ᵥ (L *ᵥ e)) := by
            simp only [restrictedResponse, Matrix.mulVec_mulVec, Matrix.mul_assoc]
        _ = ((Bᵀ * K * B)⁻¹ * (Bᵀ * K * B)) *ᵥ q := by
            rw [hLe]; simp only [Matrix.mulVec_mulVec, Matrix.mul_assoc]
        _ = q := by rw [Matrix.nonsing_inv_mul _ hGd, Matrix.one_mulVec]
    rw [← hq, ← Matrix.mulVec_mulVec, hR]
```

Taking the stiffness gap between two copies of $e$ gives

$$e\cdot C_Be-e\cdot C_{\rm rel}e=(De)\cdot K(De).$$

Because $K$ is positive definite, the right-hand side vanishes only if $De=0$. For a single strain, the restricted and full elastic energies therefore agree exactly when the full response to that strain is an allowed displacement. This can happen for one strain and fail for another.

```lean
/-- For a single strain `e` the restricted and fully relaxed elastic energies agree exactly when
`K⁻¹ L e` lies in the range of `B`. -/
theorem elastic_energy_eq_iff (hK : K.PosDef) (hB : Function.Injective B.mulVec)
    (e : m → ℝ) :
    e ⬝ᵥ (restrictedStiffness C L K B *ᵥ e) = e ⬝ᵥ (relaxedStiffness C L K *ᵥ e) ↔
      (K⁻¹ * L) *ᵥ e ∈ Set.range B.mulVec := by
  have hgap : e ⬝ᵥ (restrictedStiffness C L K B *ᵥ e) -
      e ⬝ᵥ (relaxedStiffness C L K *ᵥ e) =
      (missedResponse L K B *ᵥ e) ⬝ᵥ (K *ᵥ (missedResponse L K B *ᵥ e)) := by
    rw [← dotProduct_sub, ← Matrix.sub_mulVec, stiffness_gap C L hK hB,
      dot_transpose (missedResponse L K B)]
    simp only [Matrix.mulVec_mulVec, Matrix.mul_assoc]
  rw [← missedResponse_eq_zero_iff L hK hB]
  constructor
  · intro h
    by_contra hne
    have hpos := hK.dotProduct_mulVec_pos hne
    rw [star_trivial] at hpos
    linarith
  · intro h
    rw [h, Matrix.mulVec_zero, dotProduct_zero] at hgap
    linarith
```

The same expression is non-negative for every $e$, and $D^{T}KD$ is symmetric. This is the Loewner inequality $C_B\ge C_{\rm rel}$, written in Lean as `PosSemidef` of the difference. It orders the elastic energies of every strain, and hence the diagonal entries of the two matrices, but it does not fix which of two corresponding off-diagonal entries is larger.

For equality of the matrices, apply the single-strain criterion to the unit strains `Pi.single j 1`, which pick out the columns of $K^{-1}L$. If $C_B=C_{\rm rel}$, every column lies in the range of $B$. If every column does, then every column of $D$ is zero, and so is the gap.

```lean
/-- The restricted stiffness is at least the fully relaxed one in the Loewner order, with
equality exactly when every column of `K⁻¹ L` lies in the range of `B`. -/
theorem restricted_ge_relaxed (hK : K.PosDef) (hB : Function.Injective B.mulVec) :
    (restrictedStiffness C L K B - relaxedStiffness C L K).PosSemidef ∧
      (restrictedStiffness C L K B = relaxedStiffness C L K ↔
        ∀ j, (fun i => (K⁻¹ * L) i j) ∈ Set.range B.mulVec) := by
  classical
  -- a unit strain picks out a column
  have hcol : ∀ (M : Matrix n m ℝ) (j : m), M *ᵥ Pi.single j 1 = fun i => M i j := by
    intro M j
    ext i
    simp [Matrix.mulVec, dotProduct, Pi.single_apply]
  refine ⟨?_, ?_, ?_⟩
  · rw [stiffness_gap C L hK hB]
    have h := hK.posSemidef.conjTranspose_mul_mul_same (missedResponse L K B)
    rwa [Matrix.conjTranspose_eq_transpose_of_trivial] at h
  · intro h j
    have hj := (elastic_energy_eq_iff C L hK hB (Pi.single j 1)).mp (by rw [h])
    rwa [hcol] at hj
  · intro h
    have hD : missedResponse L K B = 0 := by
      ext i j
      have h0 := (missedResponse_eq_zero_iff L hK hB (Pi.single j 1)).mpr
        (by rw [hcol]; exact h j)
      rw [hcol] at h0
      exact congrFun h0 i
    exact sub_eq_zero.mp (by rw [stiffness_gap C L hK hB, hD, Matrix.mul_zero])
```

## Restricting further

Finally, narrow the allowed displacements from $Bq$ to $BMs$, where $s$ holds the fewer or equally many coordinates labelled by `r` and $BM$ is again injective. Let $s_0$ be the minimiser in the narrower set. The displacement $BMs_0$ is also available in the wider set, with $q=Ms_0$, so

$$\tfrac12\,e\cdot C_Be\le E(e,BMs_0)=\tfrac12\,e\cdot C_{BM}e .$$

Each further restriction leaves the elastic energy of a given strain unchanged or raises it. The proof uses the minimum theorem twice: `h1` is the equality for the narrower set, and `h2` is the bound for the wider one.

```lean
/-- Restricting the displacements further, from the range of `B` to that of `B M`, never lowers
the elastic energy of any strain. -/
theorem restricted_mono (hK : K.PosDef) (hB : Function.Injective B.mulVec)
    (M : Matrix p r ℝ) (hBM : Function.Injective (B * M).mulVec) (e : m → ℝ) :
    e ⬝ᵥ (restrictedStiffness C L K B *ᵥ e) ≤
      e ⬝ᵥ (restrictedStiffness C L K (B * M) *ᵥ e) := by
  -- the minimiser of the smaller space is a trial displacement in the larger one
  have h1 := (restricted_minimum C L hK hBM e
    (-(restrictedResponse L K (B * M) *ᵥ e))).2.mpr rfl
  have h2 := (restricted_minimum C L hK hB e
    (M *ᵥ (-(restrictedResponse L K (B * M) *ᵥ e)))).1
  rw [Matrix.mulVec_mulVec, h1] at h2
  linarith

end

end RestrictedInternalStrain
```

```lean
#print axioms RestrictedInternalStrain.restrictedStiffness_symm
-- 'RestrictedInternalStrain.restrictedStiffness_symm' depends on axioms: [propext, Classical.choice, Quot.sound]
#print axioms RestrictedInternalStrain.elastic_energy_eq_iff
-- 'RestrictedInternalStrain.elastic_energy_eq_iff' depends on axioms: [propext, Classical.choice, Quot.sound]
#print axioms RestrictedInternalStrain.restricted_ge_relaxed
-- 'RestrictedInternalStrain.restricted_ge_relaxed' depends on axioms: [propext, Classical.choice, Quot.sound]
#print axioms RestrictedInternalStrain.restricted_mono
-- 'RestrictedInternalStrain.restricted_mono' depends on axioms: [propext, Classical.choice, Quot.sound]
```
